# Nonzero Slater determinants with orbital overlap rank N − 1: a rank-one transition density that squares to zero

Take one electron and two nonzero orthogonal orbitals a and b. The states have zero overlap, yet an operator can move the electron from b to a. For any one-body matrix h, the element a†hb equals Tr(hT), where the transition density is

T = b a†

It has rank one, and T² = b (a†b) a† = 0. The Hermitian operator h = T + T† gives

a†hb = (a†a)(b†b) > 0

For unit vectors this coupling is 1. The same structure survives for N electrons when exactly one dimension of orbital overlap is lost.

## The identity for N electrons

Let the columns of the complex n×N matrices A and B hold the occupied orbitals of two determinants Ψ_A and Ψ_B, in an orthonormal basis of n spin orbitals. Put S = A†B and

T = B adj(S) A†

where adj(S) is the transposed cofactor matrix, with adj(S) S = det(S) I; for N = 1 it is 1. If A and B have rank N and S has rank N − 1, then

⟨Ψ_A|Ψ_B⟩ = 0, rank T = 1, T² = 0

and some Hermitian one-body operator couples the determinants. Full column rank means that neither determinant is the zero state.

## Singular overlaps in nonorthogonal CI

For one-body matrix elements between determinants in a finite basis, nonorthogonal configuration interaction codes may use det(S) Tr(h B S⁻¹ A†). This breaks down when S is singular, whereas

⟨Ψ_A|H|Ψ_B⟩ = Tr(hT)

remains valid. Here H = h(1) + … + h(N). Setting the element to zero merely because det S = 0 can discard a nonzero coupling when S has rank N − 1.

The determinants need not be normalised. For normalised states, divide by √(det(A†A) det(B†B)), which is 1 if each orbital set is orthonormal. T is likewise not divided by the overlap, and its index order is T_qp = ⟨Ψ_A|c_p† c_q|Ψ_B⟩, the transpose of a common convention; c_p† creates an electron in basis spin orbital p and c_q removes one from q.

## From antisymmetry to the coupling

**Overlap.** Let x_i be the basis state of particle i. The amplitude is Ψ_B(x) = det[B(x_i, j)], and the inner product is the sum over all x divided by N!. Expand Ψ_A over permutations σ. Relabelling the particles produces a second sign from Ψ_B, which cancels the first, so all N! terms are equal:

⟨Ψ_A|Ψ_B⟩ = Σ_y ∏_i A(y_i, i)* Ψ_B(y)

Expanding Ψ_B over permutations τ and summing each y_i separately gives

Σ_τ sgn(τ) ∏_i S(i, τ(i)) = det S

**One-body action.** By definition,

(HΨ_B)(x) = Σ_k Σ_q h(x_k, q) Ψ_B(x with x_k → q)

Let M(i, j) = B(x_i, j). Expansion along row k turns this into

(HΨ_B)(x) = Σ_k Σ_j adj(M)(j, k) (hB)(x_k, j)

For fixed j, the sum over k is the column expansion of a determinant whose orbital j has been replaced by its image under h. Now let k label the replaced orbital, and let B⁽ᵏ⁾ be B with column k taken from hB. Then HΨ_B = Σ_k Ψ_B⁽ᵏ⁾, the sum of the determinants built from the B⁽ᵏ⁾.

**Trace formula.** A†B⁽ᵏ⁾ is S with column k taken from A†hB. Cofactor expansion gives

⟨Ψ_A|H|Ψ_B⟩ = Σ_k Σ_j adj(S)(k, j) (A†hB)(j, k) = Tr(hT)

**Rank.** Row and column operations give S = PDQ, with D diagonal and det P = det Q = 1. Hence

adj(S) = adj(Q) adj(D) adj(P)

The outer factors are invertible. Entry i of adj(D) is the product of all D_j with j ≠ i. Rank N − 1 means one zero on the diagonal of D, so exactly one of these products is nonzero and adj(S) has rank one.

Since B†B is invertible, for any X with N rows

rank X = rank(B†BX) ≤ rank(BX) ≤ rank X

Thus multiplying by B from the left preserves rank. Taking adjoints gives the same for A† on the right, so rank T = 1.

**Square and coupling.** Finally,

T² = B adj(S) S adj(S) A† = det(S) T = 0

With h = T + T†,

Tr(hT) = Tr(T²) + Tr(T†T) = Σ_pq |T_pq|² > 0

**Two or more zeros.** If rank S ≤ N − 2, every product in adj(D) contains a zero. Then T = 0 and no one-body operator couples the determinants, as in the Slater–Condon rule for double replacements.

## The steps as Lean lemmas

`overlap_slater` proves the determinant formula; `Fintype.sum_equiv` relabels the particles and `det_permute` supplies the sign. `det_replace_col` is the cofactor expansion. `oneBody_slater` uses it for rows and columns and matches the double sums with `Finset.sum_comm`. `oneBody_element` then gives the trace.

`exists_diagonal` obtains P and Q as products of transvections, and `rank_adjugate_eq_one` counts the single zero. `rank_orbitals_mul` is the rank argument with B†B. `zero_overlap_transition` combines these results: if the coupling vanished, Tr(T†T) = 0 would force T = 0, against rank one. `no_coupling` treats two or more zeros.

```lean
import Mathlib

open Matrix Finset
open scoped ComplexOrder

namespace ZeroOverlapTransitionDensity

noncomputable section

variable {n N : ℕ}

/-- The amplitude of the Slater determinant with orbital columns `B`, when particle `i` sits
in basis state `x i`; the factor `1 / N!` is carried by the inner product. -/
def slater (B : Matrix (Fin n) (Fin N) ℂ) (x : Fin N → Fin n) : ℂ :=
  (B.submatrix x id).det

/-- The inner product of two `N`-particle amplitudes, with weight `1 / N!`. -/
def overlap (ψ φ : (Fin N → Fin n) → ℂ) : ℂ :=
  (∑ x, star (ψ x) * φ x) / (N.factorial : ℂ)

/-- The one-body operator `h(1) + ... + h(N)` acting on an `N`-particle amplitude. -/
def oneBody (h : Matrix (Fin n) (Fin n) ℂ) (ψ : (Fin N → Fin n) → ℂ)
    (x : Fin N → Fin n) : ℂ :=
  ∑ k, ∑ q, h (x k) q * ψ (Function.update x k q)

/-- The unnormalised transition density `B adj(Aᴴ B) Aᴴ`. -/
def transitionDensity (A B : Matrix (Fin n) (Fin N) ℂ) : Matrix (Fin n) (Fin n) ℂ :=
  B * (Aᴴ * B).adjugate * Aᴴ

/-- The overlap of two Slater determinants is the determinant of their orbital overlaps. -/
theorem overlap_slater (A B : Matrix (Fin n) (Fin N) ℂ) :
    overlap (slater A) (slater B) = (Aᴴ * B).det := by
  -- one ordering of the particles already gives the full determinant
  have key : ∑ y : Fin N → Fin n, (∏ i, star (A (y i) i)) * slater B y = (Aᴴ * B).det := by
    rw [← det_transpose (Aᴴ * B), det_apply']
    simp only [transpose_apply, mul_apply, conjTranspose_apply, Finset.prod_univ_sum,
      Fintype.piFinset_univ, Finset.mul_sum]
    rw [Finset.sum_comm]
    refine Finset.sum_congr rfl fun y _ => ?_
    rw [slater, ← det_transpose, det_apply', Finset.mul_sum]
    refine Finset.sum_congr rfl fun σ _ => ?_
    simp only [transpose_apply, submatrix_apply, id, Finset.prod_mul_distrib]
    ring
  rw [overlap, div_eq_iff (Nat.cast_ne_zero.2 (Nat.factorial_ne_zero N))]
  calc ∑ x, star (slater A x) * slater B x
      = ∑ σ : Equiv.Perm (Fin N), ∑ x : Fin N → Fin n,
          (((Equiv.Perm.sign σ : ℤ) : ℂ) * ∏ i, star (A (x (σ i)) i)) * slater B x := by
        rw [Finset.sum_comm]
        refine Finset.sum_congr rfl fun x _ => ?_
        rw [← Finset.sum_mul]
        congr 1
        simp only [slater, det_apply', star_sum, star_mul', star_prod, star_intCast,
          submatrix_apply, id]
    _ = ∑ _σ : Equiv.Perm (Fin N), (Aᴴ * B).det := by
        refine Finset.sum_congr rfl fun σ _ => ?_
        rw [← key]
        -- relabel the particles and use antisymmetry
        refine Fintype.sum_equiv (σ.symm.arrowCongr (Equiv.refl (Fin n))) _ _ fun x => ?_
        change _ = (∏ i, star (A (x (σ i)) i)) * slater B (x ∘ σ)
        have hs : slater B (x ∘ σ) = ((Equiv.Perm.sign σ : ℤ) : ℂ) * slater B x :=
          det_permute σ (B.submatrix x id)
        rw [hs]
        ring
    _ = (Aᴴ * B).det * (N.factorial : ℂ) := by
        simp [Finset.card_univ, Fintype.card_perm, mul_comm]

/-- Cofactor expansion of a determinant in which column `k` is replaced by `b`. -/
theorem det_replace_col (M : Matrix (Fin N) (Fin N) ℂ) (k : Fin N) (b : Fin N → ℂ) :
    (M.updateCol k b).det = ∑ j, M.adjugate k j * b j := by
  rw [← cramer_apply, cramer_eq_adjugate_mulVec]
  rfl

/-- A one-body operator turns a Slater determinant into the sum of the determinants in which
one orbital at a time is replaced by its image under `h`. -/
theorem oneBody_slater (h : Matrix (Fin n) (Fin n) ℂ) (B : Matrix (Fin n) (Fin N) ℂ)
    (x : Fin N → Fin n) :
    oneBody h (slater B) x = ∑ k, slater (B.updateCol k fun p => (h * B) p k) x := by
  have hrow : ∀ k q, slater B (Function.update x k q)
      = ∑ j, (B.submatrix x id).adjugate j k * B q j := by
    intro k q
    have e : B.submatrix (Function.update x k q) id
        = ((B.submatrix x id)ᵀ.updateCol k (B q))ᵀ := by
      ext i j
      by_cases hi : i = k
      · subst hi; simp
      · simp [hi]
    rw [slater, e, det_transpose, det_replace_col, ← adjugate_transpose]
    rfl
  have hcol : ∀ k, slater (B.updateCol k fun p => (h * B) p k) x
      = ∑ j, (B.submatrix x id).adjugate k j * (h * B) (x j) k := by
    intro k
    rw [← det_replace_col, slater]
    congr 1
  simp only [oneBody, hrow, hcol]
  -- both sides are the same double sum over particles and orbitals
  rw [Finset.sum_comm (f := fun k j => (B.submatrix x id).adjugate k j * (h * B) (x j) k)]
  refine Finset.sum_congr rfl fun k _ => ?_
  simp only [mul_apply, Finset.mul_sum]
  rw [Finset.sum_comm]
  refine Finset.sum_congr rfl fun j _ => Finset.sum_congr rfl fun q _ => ?_
  ring

/-- The matrix element of a one-body operator between two Slater determinants is the trace of
`h` with the unnormalised transition density. -/
theorem oneBody_element (A B : Matrix (Fin n) (Fin N) ℂ) (h : Matrix (Fin n) (Fin n) ℂ) :
    overlap (slater A) (oneBody h (slater B)) = (h * transitionDensity A B).trace := by
  have lin : overlap (slater A) (oneBody h (slater B))
      = ∑ k, overlap (slater A) (slater (B.updateCol k fun p => (h * B) p k)) := by
    simp only [overlap, oneBody_slater]
    rw [← Finset.sum_div, Finset.sum_comm]
    simp only [Finset.mul_sum]
  have term : ∀ k, overlap (slater A) (slater (B.updateCol k fun p => (h * B) p k))
      = ((Aᴴ * B).adjugate * (Aᴴ * (h * B))) k k := by
    intro k
    have e : Aᴴ * B.updateCol k (fun p => (h * B) p k)
        = (Aᴴ * B).updateCol k (fun i => (Aᴴ * (h * B)) i k) := by
      ext i j
      by_cases hj : j = k
      · subst hj; simp [mul_apply]
      · simp [mul_apply, hj]
    rw [overlap_slater, e, det_replace_col, ← mul_apply]
  rw [lin, Finset.sum_congr rfl fun k _ => term k]
  change ((Aᴴ * B).adjugate * (Aᴴ * (h * B))).trace = _
  rw [← Matrix.mul_assoc, trace_mul_comm, transitionDensity]
  simp only [Matrix.mul_assoc]

/-- Any square matrix shares its rank, and the rank and vanishing of its adjugate, with a
diagonal matrix; the rank is `N` minus the number of zeros on that diagonal. -/
theorem exists_diagonal (S : Matrix (Fin N) (Fin N) ℂ) :
    ∃ D : Fin N → ℂ, Fintype.card {i // D i = 0} + S.rank = N ∧
      S.adjugate.rank = (diagonal D).adjugate.rank ∧
      ((diagonal D).adjugate = 0 → S.adjugate = 0) := by
  obtain ⟨L, L', D, h⟩ := Pivot.exists_list_transvec_mul_diagonal_mul_list_transvec S
  have hP : IsUnit (L.map TransvectionStruct.toMatrix).prod.det := by
    rw [TransvectionStruct.det_toMatrix_prod]; exact isUnit_one
  have hQ : IsUnit (L'.map TransvectionStruct.toMatrix).prod.det := by
    rw [TransvectionStruct.det_toMatrix_prod]; exact isUnit_one
  refine ⟨D, ?_, ?_, fun h0 => ?_⟩
  · have hr : S.rank = Fintype.card {i // ¬ D i = 0} := by
      rw [h, rank_mul_eq_left_of_isUnit_det _ _ hQ, rank_mul_eq_right_of_isUnit_det _ _ hP,
        rank_diagonal]
    have e := Fintype.card_subtype_compl (fun i => D i = 0)
    have l := Fintype.card_subtype_le (fun i => D i = 0)
    rw [Fintype.card_fin] at e l
    omega
  · rw [h, adjugate_mul_distrib, adjugate_mul_distrib,
      rank_mul_eq_right_of_isUnit_det _ _ (by rw [det_adjugate]; exact hQ.pow _),
      rank_mul_eq_left_of_isUnit_det _ _ (by rw [det_adjugate]; exact hP.pow _)]
  · rw [h, adjugate_mul_distrib, adjugate_mul_distrib, h0, Matrix.zero_mul, Matrix.mul_zero]

/-- If an `N` by `N` matrix has rank `N - 1`, its adjugate has rank one. -/
theorem rank_adjugate_eq_one (S : Matrix (Fin N) (Fin N) ℂ) (hS : S.rank + 1 = N) :
    S.adjugate.rank = 1 := by
  obtain ⟨D, hc, hr, -⟩ := exists_diagonal S
  obtain ⟨⟨i₀, h₀⟩, hu⟩ := Fintype.card_eq_one_iff.1
    (show Fintype.card {i // D i = 0} = 1 by omega)
  -- only the cofactor that omits the single zero survives
  rw [hr, adjugate_diagonal, rank_diagonal, Fintype.card_eq_one_iff]
  refine ⟨⟨i₀, Finset.prod_ne_zero_iff.2 fun j hj hz =>
    Finset.ne_of_mem_erase hj (congrArg Subtype.val (hu ⟨j, hz⟩))⟩, fun ⟨i, hi⟩ => ?_⟩
  apply Subtype.ext
  by_contra hne
  exact hi (Finset.prod_eq_zero
    (Finset.mem_erase.2 ⟨fun e => hne e.symm, Finset.mem_univ _⟩) h₀)

/-- Multiplication from the left by orbitals of full column rank preserves the rank. -/
theorem rank_orbitals_mul {k : ℕ} (B : Matrix (Fin n) (Fin N) ℂ) (hB : B.rank = N)
    (X : Matrix (Fin N) (Fin k) ℂ) : (B * X).rank = X.rank := by
  have hr : (Bᴴ * B).rank = N := by rw [rank_conjTranspose_mul_self, hB]
  have htop : LinearMap.range (Bᴴ * B).mulVecLin = ⊤ := by
    apply Submodule.eq_top_of_finrank_eq
    rw [Module.finrank_fin_fun]
    exact hr
  have hu : IsUnit (Bᴴ * B) :=
    mulVec_surjective_iff_isUnit.1 (LinearMap.range_eq_top.1 htop)
  apply le_antisymm (rank_mul_le_right B X)
  rw [← rank_mul_eq_right_of_isUnit_det (Bᴴ * B) X ((isUnit_iff_isUnit_det _).1 hu),
    Matrix.mul_assoc]
  exact rank_mul_le_right _ _

/-- Let `A` and `B` have full column rank and let their overlap matrix have rank `N - 1`. Then
the determinants are orthogonal, the unnormalised transition density has rank one and squares
to zero, and some Hermitian one-body operator couples the determinants. -/
theorem zero_overlap_transition (A B : Matrix (Fin n) (Fin N) ℂ)
    (hA : A.rank = N) (hB : B.rank = N) (hS : (Aᴴ * B).rank + 1 = N) :
    overlap (slater A) (slater B) = 0 ∧
    (transitionDensity A B).rank = 1 ∧
    transitionDensity A B * transitionDensity A B = 0 ∧
    ∃ h : Matrix (Fin n) (Fin n) ℂ, h.IsHermitian ∧
      overlap (slater A) (oneBody h (slater B)) ≠ 0 := by
  have hdet : (Aᴴ * B).det = 0 := by
    by_contra hne
    have := rank_of_isUnit _ ((isUnit_iff_isUnit_det (Aᴴ * B)).2 (isUnit_iff_ne_zero.2 hne))
    rw [Fintype.card_fin] at this
    omega
  have hrank : (transitionDensity A B).rank = 1 := by
    rw [transitionDensity, Matrix.mul_assoc, rank_orbitals_mul B hB, ← rank_conjTranspose,
      conjTranspose_mul, conjTranspose_conjTranspose, rank_orbitals_mul A hA,
      rank_conjTranspose, rank_adjugate_eq_one _ hS]
  have hsq : transitionDensity A B * transitionDensity A B = 0 := by
    calc transitionDensity A B * transitionDensity A B
        = B * ((Aᴴ * B).adjugate * (Aᴴ * B)) * ((Aᴴ * B).adjugate * Aᴴ) := by
          simp only [transitionDensity, Matrix.mul_assoc]
      _ = 0 := by rw [adjugate_mul, hdet, zero_smul, Matrix.mul_zero, Matrix.zero_mul]
  refine ⟨by rw [overlap_slater, hdet], hrank, hsq,
    transitionDensity A B + (transitionDensity A B)ᴴ, ?_, ?_⟩
  · simp [IsHermitian, add_comm]
  · -- the matrix element is the squared Frobenius norm of the transition density
    rw [oneBody_element, Matrix.add_mul, hsq, zero_add]
    intro h0
    rw [trace_conjTranspose_mul_self_eq_zero_iff.1 h0, rank_zero] at hrank
    exact zero_ne_one hrank

/-- If the overlap matrix has rank at most `N - 2`, every one-body matrix element between the
two determinants vanishes. -/
theorem no_coupling (A B : Matrix (Fin n) (Fin N) ℂ) (hS : (Aᴴ * B).rank + 2 ≤ N)
    (h : Matrix (Fin n) (Fin n) ℂ) : overlap (slater A) (oneBody h (slater B)) = 0 := by
  obtain ⟨D, hc, -, hz⟩ := exists_diagonal (Aᴴ * B)
  obtain ⟨⟨a, ha⟩, ⟨b, hb⟩, hab⟩ := Fintype.one_lt_card_iff.1
    (show 1 < Fintype.card {i // D i = 0} by omega)
  have hadj : (Aᴴ * B).adjugate = 0 := by
    apply hz
    rw [adjugate_diagonal, ← diagonal_zero]
    congr 1
    funext i
    -- each cofactor still contains one of the two zeros
    by_cases hi : a = i
    · exact Finset.prod_eq_zero (Finset.mem_erase.2
        ⟨fun e => hab (Subtype.ext (hi.trans e.symm)), Finset.mem_univ b⟩) hb
    · exact Finset.prod_eq_zero (Finset.mem_erase.2 ⟨hi, Finset.mem_univ a⟩) ha
  rw [oneBody_element, transitionDensity, hadj, Matrix.mul_zero, Matrix.zero_mul,
    Matrix.mul_zero, trace_zero]

end

end ZeroOverlapTransitionDensity
```

```lean
#print axioms ZeroOverlapTransitionDensity.zero_overlap_transition
#print axioms ZeroOverlapTransitionDensity.no_coupling
```

```
'ZeroOverlapTransitionDensity.zero_overlap_transition' depends on axioms: [propext, Classical.choice, Quot.sound]
'ZeroOverlapTransitionDensity.no_coupling' depends on axioms: [propext, Classical.choice, Quot.sound]
```

## Scope of the coupling statement

In Lean, `Fin N → Fin n` is the type of particle configurations, `slater` the amplitude, `overlap` the many-particle inner product and `ᴴ` the adjoint. The hypotheses `A.rank = N` and `B.rank = N` express linear independence of the orbitals. The condition `(Aᴴ * B).rank + 1 = N` forces N ≥ 1. `no_coupling` needs no rank hypothesis on A or B separately.

The theorem supplies some Hermitian h, not a chosen one. A dipole or kinetic-energy element may still vanish by symmetry, and if the determinants differ in spin projection, the coupling operator must flip a spin.

The step left to the user is the passage from atomic orbitals to an orthonormal basis. With an invertible atomic-orbital overlap matrix s, coefficients C become s^(1/2) C and the operator matrix h becomes s^(−1/2) h s^(−1/2). The rank is also the exact one: the theorem sets no threshold for calling a small computed singular value zero.
